# The exact distance from the root at zero after one Newton step on a quadratic

For real a, L and x, the theorem `newton_step_sharp` takes the function G(t) = at + (L/2)t², which vanishes at t = 0, and assumes L ≥ 0 and a + Lx > 0. It states that G has derivative a + Lt at every t, and that one Newton step from x lands at distance exactly Lx²/(2(a + Lx)) from the root 0. If G is read as the gradient of an energy in one real parameter, 0 is a stationary point and this is the distance from it after the step. The assumptions do not ensure that the step brings the parameter closer to 0. The proof establishes the derivative, puts it into the one-variable Newton formula, and tries to simplify the new point to Lx²/(2(a + Lx)) with `field_simp` and `ring`. Since that value is nonnegative, it equals its own absolute value, which is the distance claimed.

An attempt in Lean 4 with a fault in it:

```lean
import Mathlib

open scoped NNReal
open Filter Topology

namespace NewtonStepSharp

noncomputable section

variable {E : Type*} [NormedAddCommGroup E] [NormedSpace ℝ E]

/-- The Newton iterate from `x` for the equation `G = 0`: subtract the inverse Jacobian applied to
`G x`. Where the Jacobian is not invertible, Lean's inverse is 0 and the value is `x`. -/
def newtonIterate (G : E → E) (x : E) : E :=
  x - (fderiv ℝ G x).inverse (G x)

/-- In one variable, where the derivative `g` of `G` at `x` is nonzero, the Newton iterate is
`x - G x / g`. -/
theorem newtonIterate_real {G : ℝ → ℝ} {x g : ℝ} (h : HasDerivAt G g x) (hg : g ≠ 0) :
    newtonIterate G x = x - G x / g := by
  have hA : (ContinuousLinearEquiv.unitsEquivAut ℝ (Units.mk0 g hg) : ℝ →L[ℝ] ℝ)
      = fderiv ℝ G x := by
    ext
    simp [h.deriv]
  rw [newtonIterate, ← hA, ContinuousLinearMap.inverse_equiv]
  simp [div_eq_mul_inv]

/-- The constant `L/(2m)` is sharp: `G t = a t + (L/2) t²` has derivative `a + L t`, and for
`L ≥ 0` and `m = a + L x > 0` the Newton iterate from `x` lies at distance exactly
`L ‖x‖² / (2m)` from the root `0`. -/
theorem newton_step_sharp {a L x : ℝ} (hL : 0 ≤ L) (hm : 0 < a + L * x) :
    (∀ t, HasDerivAt (fun t : ℝ => a * t + L / 2 * t ^ 2) (a + L * t) t) ∧
    ‖newtonIterate (fun t : ℝ => a * t + L / 2 * t ^ 2) x - 0‖
      = L * ‖x - 0‖ ^ 2 / (2 * (a + L * x)) := by
  have hder : ∀ t, HasDerivAt (fun t : ℝ => a * t + L / 2 * t ^ 2) (a + L * t) t := by
    intro t
    simp only [pow_two]
    exact (((hasDerivAt_id' t).const_mul a).fun_add
      (((hasDerivAt_id' t).fun_mul (hasDerivAt_id' t)).const_mul (L / 2))).congr_deriv
        (by ring)
  refine ⟨hder, ?_⟩
  have hne : a + L * x ≠ 0 := hm.ne'
  have e : newtonIterate (fun t : ℝ => a * t + L / 2 * t ^ 2) x
      = L * x ^ 2 / (2 * (a + L * x)) := by
    rw [newtonIterate_real (hder x) hne]
    field_simp
    ring
  rw [e]
  simp only [sub_zero, Real.norm_eq_abs, sq_abs]
  exact abs_of_nonneg (div_nonneg (mul_nonneg hL (sq_nonneg x)) (by linarith))

end

end NewtonStepSharp
```

Messages:

```
Try this:
  [apply] ring_nf
  
  The `ring` tactic failed to close the goal. Use `ring_nf` to obtain a normal form.
    
  Note that `ring` works primarily in *commutative* rings. If you have a noncommutative ring, abelian group or module, consider using `noncomm_ring`, `abel` or `module` instead.
Main.lean:44:41: error: unsolved goals
a L x : ℝ
hL : 0 ≤ L
hm : 0 < a + L * x
hder : ∀ (t : ℝ), HasDerivAt (fun t => a * t + L / 2 * t ^ 2) (a + L * t) t
hne : a + L * x ≠ 0
⊢ x * 2 - x * a * (x * L + a)⁻¹ * 2 - x ^ 2 * L * (x * L + a)⁻¹ = x ^ 2 * L * (x * L + a)⁻¹
```

Cause. The error is an unsolved goal in the proof of `e`. The first message says that `ring` could not close it and suggests `ring_nf`, but the goal printed is what remains after that normalisation.

That goal is true, but it still contains `(x * L + a)⁻¹`, so `field_simp` had not cleared this denominator, although `hne` says it is nonzero. The messages don't show why. `ring` does not use `hne`, and it treats the inverse of a sum as an unknown quantity, so it cannot cancel `a + L * x` against its inverse.

The repair supplies that cancellation as `hcancel`, proved from `hne`. Rewriting with `← div_div` splits the division by `2 * (a + L * x)` into two, so that the same inverse appears on both sides. `linear_combination (-x) * hcancel` then uses the cancellation, multiplied by `-x`, and leaves an identity that `ring` can check. The `show` line only restates the goal with the polynomial written out.

Fix (accepted with no message):

```diff
@@ -44,6 +44,8 @@
       = L * x ^ 2 / (2 * (a + L * x)) := by
     rw [newtonIterate_real (hder x) hne]
-    field_simp
-    ring
+    show x - (a * x + L / 2 * x ^ 2) / (a + L * x) = L * x ^ 2 / (2 * (a + L * x))
+    have hcancel : (a + L * x) * (a + L * x)⁻¹ = 1 := mul_inv_cancel₀ hne
+    rw [← div_div]
+    linear_combination (-x) * hcancel
   rw [e]
   simp only [sub_zero, Real.norm_eq_abs, sq_abs]
```
